# A sharp bound on the error from omitting the metric correction in finite constrained averages

A simulation at constant temperature can hold a reaction coordinate \(\xi\) at a fixed value by a rigid constraint, with no other constraints present, and average an observable \(A\) of the positions along the run. The constraint also fixes the velocity of \(\xi\) at zero. Integrating over the remaining momenta then leaves a factor \(Z^{1/2}\) in the distribution of positions, where

\[
Z=\sum_k \frac{1}{m_k}\,|\nabla_k \xi|^2
\]

runs over the atoms \(k\) with masses \(m_k\). To recover the average for an unconstrained system found at the same \(\xi\), each configuration is reweighted by \(Z^{-1/2}\). For the distance between two atoms \(Z\) is constant and the weight cancels; for a bond angle it varies with the bond lengths. How wrong can the average be if the weight is left out?

For finitely many configurations, with \(0<a\le Z\le b\) and \(0\le A\le 1\), the error is at most

\[
\frac{r-1}{r+1},\qquad r=\left(\frac{b}{a}\right)^{1/4},
\]

and a two-state system attains this value. In simulation practice, the range of \(Z\) over a finite set of recorded frames thus limits what the correction can do to the average of a bounded observable over those frames.

## Two averages over the same states

The states form a finite type `ι`, and \(p\), \(Z\) and \(A\) are real functions on it.

In Lean 4 with Mathlib:

```lean
import Mathlib

open Finset

namespace OmittedMetricCorrection

noncomputable section

variable {ι : Type*} [Fintype ι]
```

The numbers \(p_i\) are nonnegative and sum to one. For \(N\) recorded frames of equal standing, \(p_i=1/N\).

```lean
/-- A probability distribution on finitely many states: nonnegative and normalised. -/
def IsProbability (p : ι → ℝ) : Prop := (∀ i, 0 ≤ p i) ∧ ∑ i, p i = 1
```

The plain average, which omits the correction, is

\[
\alpha=\sum_i p_iA_i .
\]

```lean
/-- The plain average of an observable, without metric correction. -/
def average (p A : ι → ℝ) : ℝ := ∑ i, p i * A i
```

The weight of a state with metric factor \(z\) is \(w(z)=z^{-1/2}\), written as a real power.

```lean
/-- The metric weight `z^(-1/2)` of a state with metric factor `z > 0`. -/
def metricWeight (z : ℝ) : ℝ := z ^ (-(1 / 2) : ℝ)
```

The corrected average is

\[
\gamma=\frac{\sum_i p_i\,w(Z_i)\,A_i}{\sum_i p_i\,w(Z_i)} .
\]

Here `Z` is the metric factor and not a partition function. It may be any positive function on the states; the formula in terms of masses and gradients is not used. That \(Z^{-1/2}\) is the right weight for constrained sampling enters through this definition, on the strength of the momentum integration above. The theorems concern averages over finitely many states; they do not treat the sampling error of a simulation or averages over the continuous constrained ensemble.

```lean
/-- The average of `A` after reweighting by `Z^(-1/2)`, for a probability `p` and
positive metric factors `Z`. -/
def correctedAverage (p Z A : ι → ℝ) : ℝ :=
  (∑ i, p i * metricWeight (Z i) * A i) / ∑ i, p i * metricWeight (Z i)
```

The name `spread` stands for the fourth root \(r\), not for the ratio \(b/a\) itself.

```lean
/-- The spread `r = (b/a)^(1/4)` of a metric factor lying between `a > 0` and `b`. -/
def spread (a b : ℝ) : ℝ := (b / a) ^ (1 / 4 : ℝ)
```

## The weights differ by at most a factor r²

A positive number has a positive inverse square root.

```lean
/-- The metric weight of a positive metric factor is positive. -/
theorem metricWeight_pos {z : ℝ} (hz : 0 < z) : 0 < metricWeight z :=
  Real.rpow_pos_of_pos hz _
```

The weight falls as the metric factor grows: if \(0<z\le z'\), then \(\sqrt z\le\sqrt{z'}\), and taking inverses reverses the order. The lemma calls the two metric factors `x` and `y`.

```lean
/-- If `0 < x ≤ y`, the metric weight at `y` is at most the metric weight at `x`. -/
theorem metricWeight_anti {x y : ℝ} (hx : 0 < x) (hxy : x ≤ y) :
    metricWeight y ≤ metricWeight x := by
  unfold metricWeight
  rw [Real.rpow_neg hx.le, Real.rpow_neg (hx.le.trans hxy)]
  exact inv_anti₀ (Real.rpow_pos_of_pos hx _)
    (Real.rpow_le_rpow hx.le hxy (by norm_num))
```

All weights therefore lie between \(w(b)\) and \(w(a)\), and these two are related by

\[
\frac{w(a)}{w(b)}=\left(\frac{b}{a}\right)^{1/2}=r^2 .
\]

The proof first shows that the square of the fourth root is the square root, and then splits the power of the quotient.

```lean
/-- For positive `a` and `b`, the weights at `a` and `b` have ratio `r²`, where `r = (b/a)^(1/4)`.
-/
theorem metricWeight_ratio {a b : ℝ} (ha : 0 < a) (hb : 0 < b) :
    metricWeight a = spread a b ^ 2 * metricWeight b := by
  have h : ((b / a) ^ (1 / 4 : ℝ)) ^ 2 = (b / a) ^ (1 / 2 : ℝ) := by
    rw [← Real.rpow_natCast, ← Real.rpow_mul (div_pos hb ha).le]
    norm_num
  unfold metricWeight spread
  rw [h, Real.div_rpow hb.le ha.le, Real.rpow_neg ha.le, Real.rpow_neg hb.le,
    div_mul_eq_mul_div, mul_inv_cancel₀ (Real.rpow_pos_of_pos hb _).ne']
  exact (one_div _).symm
```

## Shifting and scaling the observable

The denominator of \(\gamma\) has to be positive. If no \(p_i\) were positive, all would vanish and their sum would be 0 instead of 1, so at least one state is populated.

```lean
/-- A probability distribution populates at least one state. -/
theorem exists_populated {p : ι → ℝ} (hp : IsProbability p) : ∃ i, 0 < p i := by
  by_contra h
  have h0 : ∑ i, p i = 0 := sum_eq_zero fun i _ =>
    le_antisymm (not_lt.mp fun hi => h ⟨i, hi⟩) (hp.1 i)
  linarith [hp.2]
```

That state contributes a positive term to \(W=\sum_i p_i w(Z_i)\), and no term is negative, so \(W>0\). For constants \(c\) and \(s\), and for any coefficients \(q_i\),

\[
\sum_i q_i(c+sA_i)=c\sum_i q_i+s\sum_i q_iA_i .
\]

With \(q_i=p_i\) the plain average becomes \(c+s\alpha\). With \(q_i=p_iw(Z_i)\), division by \(W\) gives \(c+s\gamma\). The identity is `split` in the proof, and it is used once for each average.

```lean
/-- An affine change of observable acts in the same way on the plain and on the corrected
average, for a probability `p` and positive metric factors. -/
theorem averages_affine {p Z : ι → ℝ} (hp : IsProbability p) (hZ : ∀ i, 0 < Z i)
    (A : ι → ℝ) (c s : ℝ) :
    average p (fun i => c + s * A i) = c + s * average p A ∧
    correctedAverage p Z (fun i => c + s * A i) = c + s * correctedAverage p Z A := by
  have hW : 0 < ∑ i, p i * metricWeight (Z i) := by
    obtain ⟨j, hj⟩ := exists_populated hp
    exact sum_pos' (fun i _ => mul_nonneg (hp.1 i) (metricWeight_pos (hZ i)).le)
      ⟨j, mem_univ j, mul_pos hj (metricWeight_pos (hZ j))⟩
  have split : ∀ q : ι → ℝ,
      ∑ i, q i * (c + s * A i) = c * ∑ i, q i + s * ∑ i, q i * A i := by
    intro q
    rw [mul_sum, mul_sum, ← sum_add_distrib]
    exact sum_congr rfl fun i _ => by ring
  constructor
  · simp only [average]
    rw [split p, hp.2, mul_one]
  · simp only [correctedAverage]
    rw [split (fun i => p i * metricWeight (Z i)), add_div, mul_div_assoc,
      mul_div_assoc, div_self hW.ne', mul_one]
```

## The correction raises the odds by at most a factor r²

Let \(0\le A_i\le1\). Replacing every weight by the largest one bounds the part of \(W\) carried by \(A\) from above:

\[
\gamma W=\sum_i p_iw(Z_i)A_i\le w(a)\,\alpha=r^2w(b)\,\alpha .
\]

Replacing every weight by the smallest one bounds the part carried by \(1-A\) from below:

\[
(1-\gamma)W=\sum_i p_iw(Z_i)(1-A_i)\ge w(b)(1-\alpha).
\]

Since \(0\le\gamma\le1\), the second line may be multiplied by \(\gamma\) and the first by \(1-\gamma\). Together they give

\[
w(b)\,\gamma(1-\alpha)\le\gamma(1-\gamma)W\le r^2w(b)\,(1-\gamma)\alpha ,
\]

and cancelling \(w(b)>0\) leaves

\[
\gamma(1-\alpha)\le r^2(1-\gamma)\alpha .
\]

When both averages are below one, this says that the odds \(\gamma/(1-\gamma)\) are at most \(r^2\) times the odds \(\alpha/(1-\alpha)\). The product form also holds when an average equals one. In the proof, `hup` and `hlow` are the two bounds, and `h1` and `h2` are their multiplied versions.

```lean
/-- For a probability `p`, an observable in `[0,1]`, `0 < a ≤ Z ≤ b` and `r = (b/a)^(1/4)`, the
correction raises the odds of the average by at most the factor `r²` (written without division). -/
theorem corrected_odds {p Z A : ι → ℝ} {a b : ℝ} (hp : IsProbability p) (ha : 0 < a)
    (hZ : ∀ i, a ≤ Z i ∧ Z i ≤ b) (hA : ∀ i, 0 ≤ A i ∧ A i ≤ 1) :
    correctedAverage p Z A * (1 - average p A) ≤
      spread a b ^ 2 * ((1 - correctedAverage p Z A) * average p A) := by
  obtain ⟨j, hj⟩ := exists_populated hp
  have hb : 0 < b := by linarith [(hZ j).1, (hZ j).2]
  have hm := metricWeight_pos hb
  have hw : ∀ i, 0 < metricWeight (Z i) := fun i =>
    metricWeight_pos (ha.trans_le (hZ i).1)
  have hpw : ∀ i, 0 ≤ p i * metricWeight (Z i) := fun i => mul_nonneg (hp.1 i) (hw i).le
  have hW : 0 < ∑ i, p i * metricWeight (Z i) :=
    sum_pos' (fun i _ => hpw i) ⟨j, mem_univ j, mul_pos hj (hw j)⟩
  -- the part carried by A has at most the largest weight
  have hup : ∑ i, p i * metricWeight (Z i) * A i ≤
      spread a b ^ 2 * metricWeight b * average p A := by
    unfold average
    rw [← metricWeight_ratio ha hb, mul_sum]
    refine sum_le_sum fun i _ => ?_
    have := mul_le_mul_of_nonneg_left (metricWeight_anti ha (hZ i).1)
      (mul_nonneg (hp.1 i) (hA i).1)
    linarith
  -- the part carried by 1 - A has at least the smallest weight
  have hlow : metricWeight b * (1 - average p A) ≤
      ∑ i, p i * metricWeight (Z i) - ∑ i, p i * metricWeight (Z i) * A i := by
    have e : ∑ i, p i * (1 - A i) = 1 - average p A := by
      simp only [mul_sub, mul_one, sum_sub_distrib, hp.2, average]
    rw [← e, mul_sum, ← sum_sub_distrib]
    refine sum_le_sum fun i _ => ?_
    have := mul_le_mul_of_nonneg_left
      (metricWeight_anti (ha.trans_le (hZ i).1) (hZ i).2)
      (mul_nonneg (hp.1 i) (sub_nonneg.mpr (hA i).2))
    linarith
  have hx0 : 0 ≤ correctedAverage p Z A :=
    div_nonneg (sum_nonneg fun i _ => mul_nonneg (hpw i) (hA i).1) hW.le
  have hx1 : correctedAverage p Z A ≤ 1 :=
    (div_le_one hW).mpr (sum_le_sum fun i _ => mul_le_of_le_one_right (hpw i) (hA i).2)
  have hx : ∑ i, p i * metricWeight (Z i) * A i =
      correctedAverage p Z A * ∑ i, p i * metricWeight (Z i) :=
    (div_eq_iff hW.ne').mp rfl
  rw [hx] at hup hlow
  have h1 := mul_le_mul_of_nonneg_left hlow hx0
  have h2 := mul_le_mul_of_nonneg_left hup (sub_nonneg.mpr hx1)
  refine le_of_mul_le_mul_left ?_ hm
  linarith
```

## From odds to a difference

What remains is algebra for real numbers \(x\), \(y\) and \(r\), later taken as \(x=\gamma\) and \(y=\alpha\). Suppose \(r\ge1\), \(y\ge0\) and \(x(1-y)\le r^2(1-x)y\), and put \(t=(r-1)/(r+1)\). Expanding both sides and using \(t(r+1)=r-1\) confirms

\[
r^2(1-x)y-x(1-y)=-t\,\bigl((r+1)y-1\bigr)^2-(x-y-t)\bigl(1+(r^2-1)y\bigr).
\]

The left side is nonnegative by assumption. If \(x-y\) exceeded \(t\), the last product would be positive, because its second factor is at least one, and the right side would be negative. Hence \(x-y\le t\). The square vanishes at \(y=1/(r+1)\), which is the plain average in the extremal example below.

The proof follows this contradiction: `hpos` is the positive product, and `key` is the identity, checked by `linear_combination`.

```lean
/-- If `x(1-y) ≤ r²(1-x)y`, with `y ≥ 0` and `r ≥ 1`, then `x` exceeds `y` by at most `(r-1)/(r+1)`.
-/
theorem odds_gap {r x y : ℝ} (hr : 1 ≤ r) (hy : 0 ≤ y)
    (h : x * (1 - y) ≤ r ^ 2 * ((1 - x) * y)) : x - y ≤ (r - 1) / (r + 1) := by
  obtain ⟨t, ht⟩ : ∃ t, t = (r - 1) / (r + 1) := ⟨_, rfl⟩
  have ht0 : 0 ≤ t := by rw [ht]; exact div_nonneg (by linarith) (by linarith)
  have htr : t * (r + 1) = r - 1 := ((eq_div_iff (by linarith)).mp ht)
  rw [← ht]
  by_contra hc
  have hpos : 0 < (x - y - t) * (1 + (r ^ 2 - 1) * y) :=
    mul_pos (by linarith [not_le.mp hc])
      (by linarith [mul_nonneg (show 0 ≤ r ^ 2 - 1 by nlinarith) hy])
  -- the perfect square vanishes at the worst case y = 1/(r+1)
  have key : r ^ 2 * ((1 - x) * y) - x * (1 - y) =
      -(t * ((r + 1) * y - 1) ^ 2) - (x - y - t) * (1 + (r ^ 2 - 1) * y) := by
    linear_combination ((r + 1) * (y ^ 2 - y)) * htr
  linarith [mul_nonneg ht0 (sq_nonneg ((r + 1) * y - 1))]
```

## The bound in both directions

A populated state gives \(a\le b\), hence \(r\ge1\), and the two preceding results combine to

\[
\gamma-\alpha\le\frac{r-1}{r+1}.
\]

The observable \(1-A\) also lies in \([0,1]\). Its averages are \(1-\gamma\) and \(1-\alpha\), so the same inequality applied to it reads

\[
\alpha-\gamma\le\frac{r-1}{r+1}.
\]

In words, the theorem takes a probability `p` on finitely many states, a metric factor with \(0<a\le Z_i\le b\) at every state, and an observable with \(0\le A_i\le1\). It concludes that \(|\gamma-\alpha|\le(r-1)/(r+1)\). The numbers `a` and `b` need only enclose the values of \(Z\); they need not be attained. The one-sided inequality is `side`, stated for any observable `B` in \([0,1]\) so that it can be used for both \(A\) and \(1-A\).

```lean
/-- For a probability `p`, omitting the metric correction changes the average of an observable in
`[0,1]` by at most `(r-1)/(r+1)`, where `0 < a ≤ Z ≤ b` and `r = (b/a)^(1/4)`. -/
theorem omitted_correction_bound {p Z A : ι → ℝ} {a b : ℝ} (hp : IsProbability p)
    (ha : 0 < a) (hZ : ∀ i, a ≤ Z i ∧ Z i ≤ b) (hA : ∀ i, 0 ≤ A i ∧ A i ≤ 1) :
    |correctedAverage p Z A - average p A| ≤ (spread a b - 1) / (spread a b + 1) := by
  obtain ⟨j, _⟩ := exists_populated hp
  have hr : 1 ≤ spread a b :=
    Real.one_le_rpow ((one_le_div ha).mpr ((hZ j).1.trans (hZ j).2)) (by norm_num)
  have side : ∀ B : ι → ℝ, (∀ i, 0 ≤ B i ∧ B i ≤ 1) →
      correctedAverage p Z B - average p B ≤ (spread a b - 1) / (spread a b + 1) :=
    fun B hB => odds_gap hr (sum_nonneg fun i _ => mul_nonneg (hp.1 i) (hB i).1)
      (corrected_odds hp ha hZ hB)
  -- the opposite sign follows from the observable 1 - A
  have h := side (fun i => 1 + (-1) * A i) fun i =>
    ⟨by linarith [(hA i).2], by linarith [(hA i).1]⟩
  obtain ⟨e1, e2⟩ := averages_affine hp (fun i => ha.trans_le (hZ i).1) A 1 (-1)
  rw [e1, e2] at h
  exact abs_le.mpr ⟨by linarith, side A hA⟩
```

If the observable takes values in \([c,d]\) with \(c<d\), set \(B_i=(A_i-c)/(d-c)\), which lies in \([0,1]\). From \(A_i=c+(d-c)B_i\), both averages of \(A\) are those of \(B\) scaled by \(d-c\) and shifted by \(c\). The shift drops out of the difference, so

\[
|\gamma-\alpha|\le(d-c)\,\frac{r-1}{r+1}.
\]

```lean
/-- For a probability `p`, an observable with values in `[c,d]`, `c < d`, and `0 < a ≤ Z ≤ b`, with
`r = (b/a)^(1/4)`, the error from omitting the metric correction is at most `(d-c)(r-1)/(r+1)`. -/
theorem omitted_correction_bound_range {p Z A : ι → ℝ} {a b c d : ℝ}
    (hp : IsProbability p) (ha : 0 < a) (hZ : ∀ i, a ≤ Z i ∧ Z i ≤ b) (hcd : c < d)
    (hA : ∀ i, c ≤ A i ∧ A i ≤ d) :
    |correctedAverage p Z A - average p A| ≤
      (d - c) * ((spread a b - 1) / (spread a b + 1)) := by
  have hs : 0 < d - c := sub_pos.mpr hcd
  -- rescale the observable to [0,1]
  obtain ⟨B, hB, hAB⟩ : ∃ B : ι → ℝ, (∀ i, 0 ≤ B i ∧ B i ≤ 1) ∧
      A = fun i => c + (d - c) * B i := by
    refine ⟨fun i => (A i - c) / (d - c), fun i =>
      ⟨div_nonneg (by linarith [(hA i).1]) hs.le,
        (div_le_one hs).mpr (by linarith [(hA i).2])⟩, funext fun i => ?_⟩
    have h : A i - c = (A i - c) / (d - c) * (d - c) := (div_eq_iff hs.ne').mp rfl
    linear_combination h
  obtain ⟨e1, e2⟩ := averages_affine hp (fun i => ha.trans_le (hZ i).1) B c (d - c)
  rw [hAB, e1, e2, add_sub_add_left_eq_sub, ← mul_sub, abs_mul, abs_of_pos hs]
  exact mul_le_mul_of_nonneg_left (omitted_correction_bound hp ha hZ hB) hs.le
```

## Two states that attain the bound

Take two states with metric factors \(a\) and \(b\), where \(0<a\le b\), and with probabilities

\[
p_0=\frac{1}{1+r},\qquad p_1=\frac{r}{1+r}.
\]

The indices 0 and 1 are those of `Fin 2`.

```lean
/-- The two-state distribution with probabilities `1/(1+r)` and `r/(1+r)`, where `r = (b/a)^(1/4)`,
for positive `a` and `b`. -/
def twoState (a b : ℝ) : Fin 2 → ℝ :=
  ![1 / (1 + spread a b), spread a b / (1 + spread a b)]
```

Let \(A\) be the indicator of state 0. The plain average is \(\alpha=1/(1+r)\). With \(w(a)=r^2w(b)\), the corrected one is

\[
\gamma=\frac{r^2w(b)/(1+r)}{\bigl(r^2w(b)+r\,w(b)\bigr)/(1+r)}=\frac{r^2}{r^2+r}=\frac{r}{1+r}.
\]

Reweighting exchanges the two probabilities, and

\[
\gamma-\alpha=\frac{r-1}{r+1}.
\]

For \(a=b\) this is zero, as it must be for a constant metric factor. The theorem states that `twoState a b` is a probability and that the difference has this value. The lists `![a, b]` and `![1, 0]` are the metric factor and the observable, and `hA` and `hC` are the two averages just computed.

```lean
/-- For `0 < a ≤ b`, the two-state distribution with metric factors `a` and `b` attains the
bound for the indicator of the first state. -/
theorem two_state_attains {a b : ℝ} (ha : 0 < a) (hab : a ≤ b) :
    IsProbability (twoState a b) ∧
    correctedAverage (twoState a b) ![a, b] ![1, 0] - average (twoState a b) ![1, 0] =
      (spread a b - 1) / (spread a b + 1) := by
  have hb : 0 < b := ha.trans_le hab
  have hr : 0 < spread a b := Real.rpow_pos_of_pos (div_pos hb ha) _
  have hm := metricWeight_pos hb
  have hne : 1 + spread a b ≠ 0 := by positivity
  constructor
  · refine ⟨Fin.forall_fin_two.mpr ⟨?_, ?_⟩, ?_⟩
    · change 0 ≤ 1 / (1 + spread a b)
      positivity
    · change 0 ≤ spread a b / (1 + spread a b)
      positivity
    · rw [Fin.sum_univ_two]
      change 1 / (1 + spread a b) + spread a b / (1 + spread a b) = 1
      rw [← add_div]
      exact div_self hne
  · have hA : average (twoState a b) ![1, 0] = 1 / (1 + spread a b) := by
      unfold average
      rw [Fin.sum_univ_two]
      change 1 / (1 + spread a b) * 1 + spread a b / (1 + spread a b) * 0 = _
      ring
    -- reweighting exchanges the two probabilities
    have hC : correctedAverage (twoState a b) ![a, b] ![1, 0] =
        spread a b / (1 + spread a b) := by
      unfold correctedAverage
      rw [Fin.sum_univ_two, Fin.sum_univ_two]
      change (1 / (1 + spread a b) * metricWeight a * 1 +
        spread a b / (1 + spread a b) * metricWeight b * 0) /
        (1 / (1 + spread a b) * metricWeight a +
        spread a b / (1 + spread a b) * metricWeight b) = _
      rw [metricWeight_ratio ha hb, div_eq_iff (by positivity)]
      have hq : (1 + spread a b)⁻¹ * (1 + spread a b) = 1 := inv_mul_cancel₀ hne
      linear_combination
        (-(spread a b ^ 2 * (1 + spread a b)⁻¹ * metricWeight b)) * hq
    rw [hC, hA, ← sub_div, add_comm (1 : ℝ)]

end

end OmittedMetricCorrection
```

```lean
#print axioms OmittedMetricCorrection.omitted_correction_bound_range
#print axioms OmittedMetricCorrection.two_state_attains
```

```
'OmittedMetricCorrection.omitted_correction_bound_range' depends on axioms: [propext, Classical.choice, Quot.sound]
'OmittedMetricCorrection.two_state_attains' depends on axioms: [propext, Classical.choice, Quot.sound]
```
